# A differentiable energy with a symmetric virial at every configuration is unchanged by exp(A) for every antisymmetric A

Let $E(x)$ be the energy of finitely many atoms with positions $x_i\in\mathbb R^d$ measured from a fixed origin, let $F_i=-\nabla_i E$ be the force on atom $i$, and let $W(x)=\sum_i x_iF_i^{\mathsf T}$ be the virial matrix. If $E$ is differentiable and $W(x)$ is symmetric at every configuration $x$, then $E(\exp(A)x)=E(x)$ for every real antisymmetric matrix $A$, where $\exp(A)$ acts on all atoms at once.

```lean
import Mathlib

open Matrix

namespace VirialSymmetryImpliesRotationInvariance

noncomputable section

variable {ι n : Type*} [Fintype ι] [DecidableEq ι] [Fintype n] [DecidableEq n]

/-- The force on atom `i`: minus the gradient of the energy with respect to its position. -/
def force (E : (ι → n → ℝ) → ℝ) (x : ι → n → ℝ) (i : ι) : n → ℝ :=
  fun a => -fderiv ℝ E x (Pi.single i (Pi.single a 1))

/-- The virial matrix, the sum over atoms of position times transposed force. -/
def virial (E : (ι → n → ℝ) → ℝ) (x : ι → n → ℝ) : Matrix n n ℝ :=
  Matrix.of fun a b => ∑ i, x i a * force E x i b

/-- One matrix applied to the positions of all atoms simultaneously. -/
def actOnAtoms (M : Matrix n n ℝ) (x : ι → n → ℝ) : ι → n → ℝ :=
  fun i => M *ᵥ x i

/-- The first-order energy change under a displacement `v` is minus the work of the forces. -/
theorem fderiv_eq_neg_work (E : (ι → n → ℝ) → ℝ) (x v : ι → n → ℝ) :
    fderiv ℝ E x v = -∑ i, force E x i ⬝ᵥ v i := by
  -- expand the displacement in unit displacements of single coordinates
  have hv : v = ∑ i, ∑ a, v i a • (Pi.single i (Pi.single a 1) : ι → n → ℝ) := by
    ext j b
    simp only [Finset.sum_apply, Pi.smul_apply, smul_eq_mul]
    rw [Finset.sum_eq_single j]
    · rw [Finset.sum_eq_single b]
      · simp
      · intro a _ h
        simp [h.symm]
      · simp
    · intro i _ h
      simp [h.symm]
    · simp
  conv_lhs => rw [hv]
  simp only [map_sum, map_smul, smul_eq_mul, force, dotProduct, neg_mul,
    Finset.sum_neg_distrib, neg_neg]
  exact Finset.sum_congr rfl fun i _ => Finset.sum_congr rfl fun a _ => mul_comm _ _

/-- Under the linear displacement `x_i ↦ A x_i` of all atoms, the first-order energy change
is minus the trace of `A` times the virial. -/
theorem fderiv_linear_displacement (E : (ι → n → ℝ) → ℝ) (A : Matrix n n ℝ)
    (x : ι → n → ℝ) :
    fderiv ℝ E x (actOnAtoms A x) = -trace (A * virial E x) := by
  rw [fderiv_eq_neg_work]
  congr 1
  simp only [trace, diag_apply, mul_apply, virial, of_apply, dotProduct, mulVec,
    Finset.mul_sum, actOnAtoms]
  rw [Finset.sum_comm]
  refine Finset.sum_congr rfl fun a _ => ?_
  rw [Finset.sum_comm]
  exact Finset.sum_congr rfl fun b _ => Finset.sum_congr rfl fun i _ => by ring

/-- Each entry of `exp(tA)` has time derivative equal to the same entry of `A exp(tA)`. -/
theorem hasDerivAt_exp_entry (A : Matrix n n ℝ) (t : ℝ) (a b : n) :
    HasDerivAt (fun s : ℝ => NormedSpace.exp (s • A) a b)
      ((A * NormedSpace.exp (t • A)) a b) t := by
  let : NormedRing (Matrix n n ℝ) := Matrix.linftyOpNormedRing
  let : NormedAlgebra ℝ (Matrix n n ℝ) := Matrix.linftyOpNormedAlgebra
  have : CompleteSpace (Matrix n n ℝ) := FiniteDimensional.complete ℝ _
  have h : HasDerivAt (fun s : ℝ => NormedSpace.exp (s • A))
      (A * NormedSpace.exp (t • A)) t := hasDerivAt_exp_smul_const' A t
  -- reading off an entry is a continuous linear map
  let L : Matrix n n ℝ →L[ℝ] ℝ :=
    LinearMap.toContinuousLinearMap (Matrix.entryLinearMap ℝ ℝ a b)
  exact L.hasFDerivAt.comp_hasDerivAt t h

/-- Along the path `exp(tA) x` a differentiable energy changes at the rate `-tr(A W)`, with `W` the
virial at the current configuration. -/
theorem hasDerivAt_energy (E : (ι → n → ℝ) → ℝ) (hE : Differentiable ℝ E)
    (A : Matrix n n ℝ) (x : ι → n → ℝ) (t : ℝ) :
    HasDerivAt (fun s : ℝ => E (actOnAtoms (NormedSpace.exp (s • A)) x))
      (-trace (A * virial E (actOnAtoms (NormedSpace.exp (t • A)) x))) t := by
  have hpath : HasDerivAt (fun s : ℝ => actOnAtoms (NormedSpace.exp (s • A)) x)
      (actOnAtoms A (actOnAtoms (NormedSpace.exp (t • A)) x)) t := by
    refine hasDerivAt_pi.2 fun i => hasDerivAt_pi.2 fun a => ?_
    simp only [actOnAtoms, Matrix.mulVec_mulVec]
    simp only [Matrix.mulVec, dotProduct]
    exact HasDerivAt.fun_sum fun b _ => (hasDerivAt_exp_entry A t a b).mul_const (x i b)
  have h := (hE (actOnAtoms (NormedSpace.exp (t • A)) x)).hasFDerivAt.comp_hasDerivAt t hpath
  rw [fderiv_linear_displacement] at h
  exact h

/-- For a differentiable energy, if `|tr(A W)|` is at most `ε` along the path `exp(tA) x`, `0 ≤ t ≤
1`, then applying `exp(A)` to all atoms changes the energy by at most `ε`. -/
theorem energy_change_le (E : (ι → n → ℝ) → ℝ) (hE : Differentiable ℝ E)
    (A : Matrix n n ℝ) (x : ι → n → ℝ) (ε : ℝ)
    (h : ∀ t ∈ Set.Icc (0 : ℝ) 1,
      |trace (A * virial E (actOnAtoms (NormedSpace.exp (t • A)) x))| ≤ ε) :
    |E (actOnAtoms (NormedSpace.exp A) x) - E x| ≤ ε := by
  -- mean value inequality on the unit interval
  have key := norm_image_sub_le_of_norm_deriv_le_segment_01'
    (f := fun s : ℝ => E (actOnAtoms (NormedSpace.exp (s • A)) x))
    (f' := fun t : ℝ => -trace (A * virial E (actOnAtoms (NormedSpace.exp (t • A)) x)))
    (C := ε) (fun t _ => (hasDerivAt_energy E hE A x t).hasDerivWithinAt)
    (fun t ht => by
      rw [norm_neg, Real.norm_eq_abs]
      exact h t ⟨ht.1, ht.2.le⟩)
  have hone : actOnAtoms (1 : Matrix n n ℝ) x = x := by
    funext i
    simp [actOnAtoms]
  simpa [hone, Real.norm_eq_abs] using key

/-- If the energy is differentiable and its virial matrix is symmetric at every configuration, the
energy is unchanged when `exp(A)` acts on all atoms, for every real antisymmetric `A`. -/
theorem energy_invariant_of_virial_symmetric (E : (ι → n → ℝ) → ℝ)
    (hE : Differentiable ℝ E) (hW : ∀ x, (virial E x).IsSymm)
    (A : Matrix n n ℝ) (hA : Aᵀ = -A) (x : ι → n → ℝ) :
    E (actOnAtoms (NormedSpace.exp A) x) = E x := by
  -- an antisymmetric matrix is trace-orthogonal to a symmetric one
  have htr : ∀ y, trace (A * virial E y) = 0 := by
    intro y
    have h : trace (A * virial E y) = -trace (A * virial E y) := by
      calc trace (A * virial E y) = trace (A * virial E y)ᵀ := (trace_transpose _).symm
        _ = -trace (A * virial E y) := by
          rw [transpose_mul, (hW y).eq, hA, mul_neg, trace_neg, trace_mul_comm]
    linarith
  have h := energy_change_le E hE A x 0 (fun t _ => by rw [htr, abs_zero])
  exact sub_eq_zero.1 (abs_nonpos_iff.1 h)

/-- In three dimensions, if the energy is differentiable and the total torque vanishes at every
configuration, the energy is unchanged when `exp(A)` acts on all atoms, for every real antisymmetric
`A`. -/
theorem energy_invariant_of_zero_torque (E : (ι → Fin 3 → ℝ) → ℝ)
    (hE : Differentiable ℝ E) (hT : ∀ x, ∑ i, crossProduct (x i) (force E x i) = 0)
    (A : Matrix (Fin 3) (Fin 3) ℝ) (hA : Aᵀ = -A) (x : ι → Fin 3 → ℝ) :
    E (actOnAtoms (NormedSpace.exp A) x) = E x := by
  refine energy_invariant_of_virial_symmetric E hE (fun y => ?_) A hA x
  -- each torque component is the difference of two opposite off-diagonal virial entries
  have h0 : ∑ i, (y i 1 * force E y i 2 - y i 2 * force E y i 1) = 0 := by
    simpa [cross_apply, Finset.sum_apply] using congrFun (hT y) 0
  have h1 : ∑ i, (y i 2 * force E y i 0 - y i 0 * force E y i 2) = 0 := by
    simpa [cross_apply, Finset.sum_apply] using congrFun (hT y) 1
  have h2 : ∑ i, (y i 0 * force E y i 1 - y i 1 * force E y i 0) = 0 := by
    simpa [cross_apply, Finset.sum_apply] using congrFun (hT y) 2
  rw [Finset.sum_sub_distrib] at h0 h1 h2
  refine Matrix.IsSymm.ext fun a b => ?_
  fin_cases a <;> fin_cases b <;> simp [virial] <;> linarith

/-- The signed area of the parallelogram spanned by the positions of two atoms in the plane. -/
def signedArea (x : Fin 2 → Fin 2 → ℝ) : ℝ := x 0 0 * x 1 1 - x 0 1 * x 1 0

/-- The signed area, taken as an energy, is differentiable and has a symmetric virial at every
configuration, yet a reflection of both atoms changes it at some configuration. -/
theorem signedArea_not_reflection_invariant :
    Differentiable ℝ signedArea ∧ (∀ x, (virial signedArea x).IsSymm) ∧
      ∃ x, signedArea (actOnAtoms !![1, 0; 0, -1] x) ≠ signedArea x := by
  have hd : Differentiable ℝ signedArea := by
    show Differentiable ℝ (fun x : Fin 2 → Fin 2 → ℝ => x 0 0 * x 1 1 - x 0 1 * x 1 0)
    fun_prop
  -- the derivative, computed along straight lines
  have hf : ∀ x v : Fin 2 → Fin 2 → ℝ, fderiv ℝ signedArea x v =
      v 0 0 * x 1 1 + x 0 0 * v 1 1 - (v 0 1 * x 1 0 + x 0 1 * v 1 0) := by
    intro x v
    have h1 : HasDerivAt (fun t : ℝ => signedArea (x + t • v)) (fderiv ℝ signedArea x v) 0 :=
      (hd x).hasFDerivAt.hasLineDerivAt v
    have l : ∀ i a, HasDerivAt (fun t : ℝ => x i a + t * v i a) (1 * v i a) 0 :=
      fun i a => ((hasDerivAt_id' (0 : ℝ)).mul_const (v i a)).const_add (x i a)
    have h2 := ((l 0 0).fun_mul (l 1 1)).fun_sub ((l 0 1).fun_mul (l 1 0))
    exact (h1.unique h2).trans (by ring)
  refine ⟨hd, fun x => Matrix.IsSymm.ext fun a b => ?_, ![![1, 0], ![0, 1]], ?_⟩
  · fin_cases a <;> fin_cases b <;>
      simp [virial, force, hf, Fin.sum_univ_two, Pi.single_apply] <;> ring
  · norm_num [signedArea, actOnAtoms, Matrix.mulVec, dotProduct, Fin.sum_univ_two]

end

end VirialSymmetryImpliesRotationInvariance
```

```lean
#print axioms VirialSymmetryImpliesRotationInvariance.energy_invariant_of_virial_symmetric
#print axioms VirialSymmetryImpliesRotationInvariance.energy_invariant_of_zero_torque
#print axioms VirialSymmetryImpliesRotationInvariance.signedArea_not_reflection_invariant
```

```
'VirialSymmetryImpliesRotationInvariance.energy_invariant_of_virial_symmetric' depends on axioms: [propext, Classical.choice, Quot.sound]
'VirialSymmetryImpliesRotationInvariance.energy_invariant_of_zero_torque' depends on axioms: [propext, Classical.choice, Quot.sound]
'VirialSymmetryImpliesRotationInvariance.signedArea_not_reflection_invariant' depends on axioms: [propext, Classical.choice, Quot.sound]
```

## Configurations, forces and the virial in Lean

The finite type `ι` labels the atoms and the finite type `n` labels the Cartesian coordinates, so a configuration is a function `x : ι → n → ℝ` and `x i a` is the coordinate $x_{i,a}$. The energy is a function of labelled positions; no symmetry under exchange of atoms or under translation is assumed.

`force E x i` has as its component $a$ minus the derivative of $E$ along a unit displacement of coordinate $a$ of atom $i$. `virial E x` is the matrix with entries
$$W_{ab}=\sum_i x_{i,a}F_{i,b},$$
the first index belonging to the position and the second to the force. The opposite overall sign, or a division by volume, would not affect its symmetry. `actOnAtoms M x` replaces each $x_i$ by $Mx_i$.

In `energy_invariant_of_virial_symmetric`, the hypothesis `hE` says that $E$ is differentiable everywhere, `hW` that $W(x)^{\mathsf T}=W(x)$ for every $x$, and `hA` that $A^{\mathsf T}=-A$. The conclusion is an equality of energies at an arbitrary configuration.

## Symmetry of the virial as absence of torque

In three dimensions, the total torque about the origin has the components
$$W_{12}-W_{21},\qquad W_{20}-W_{02},\qquad W_{01}-W_{10},$$
with coordinates numbered from 0 as in Lean. A symmetric virial therefore means that the forces exert no net torque. The theorem turns this condition on forces into a statement about energies under finite rotations. `energy_invariant_of_zero_torque` states it directly with cross products.

For an interatomic potential, learned or not, that is differentiable on all configurations of a finite, non-periodic system, a virial that is symmetric everywhere thus guarantees this invariance even if the functional form does not build it in. The virial meant here is the full matrix $\sum_i x_iF_i^{\mathsf T}$. One that a program has symmetrised, or has obtained as a derivative with respect to a symmetric strain, is symmetric for any energy and guarantees nothing. A potential that diverges when two atoms coincide does not satisfy `hE` as it stands, and periodic cells are not treated.

The matrices $\exp(A)$ with $A$ antisymmetric are the proper rotations about the origin. This is a standard fact of linear algebra that the Lean code does not use; the invariance theorems are stated for $\exp(A)$.

## From the work of the forces to a finite rotation

**Work along a displacement.** A displacement $v$ is a sum of unit displacements with coefficients $v_{i,a}$. By linearity of the derivative,
$$DE(x)[v]=\sum_{i,a}v_{i,a}\frac{\partial E}{\partial x_{i,a}}=-\sum_i F_i\cdot v_i .$$
This is `fderiv_eq_neg_work`. Its first block, `hv`, is the expansion of $v$, and the final `simp only` and `exact` carry the derivative through the sums.

**A linear displacement.** Take $v_i=Ax_i$ for any square matrix $A$. Then
$$\sum_iF_i\cdot Ax_i=\sum_{a,b}A_{ab}\sum_i x_{i,b}F_{i,a}=\sum_{a,b}A_{ab}W_{ba}=\operatorname{tr}(AW),$$
so $DE(x)[Ax]=-\operatorname{tr}(AW(x))$. In `fderiv_linear_displacement` the two uses of `Finset.sum_comm` are the exchanges of summation order in this line.

**The path.** Let $x(t)=\exp(tA)x$. Since $\frac{d}{dt}\exp(tA)=A\exp(tA)$, the path satisfies $\dot x(t)=Ax(t)$, and the chain rule gives
$$\frac{d}{dt}E(x(t))=DE(x(t))[Ax(t)]=-\operatorname{tr}\bigl(A\,W(x(t))\bigr).$$
`hasDerivAt_exp_entry` supplies the derivative of the exponential one entry at a time: it chooses a matrix norm, differentiates the whole matrix, and reads off the entry by a continuous linear map. `hasDerivAt_energy` assembles these entries into the velocity of the path (`hpath`) and applies the chain rule. Here differentiability of $E$ is needed; `fderiv_eq_neg_work` and `fderiv_linear_displacement` hold without it only because Lean sets the derivative to zero where none exists.

**A bound on the energy change.** Suppose $|\operatorname{tr}(AW(x(t)))|\le\varepsilon$ for $0\le t\le1$. The energy then changes at a rate of at most $\varepsilon$ over a unit interval, and the mean value inequality gives
$$|E(\exp(A)x)-E(x)|\le\varepsilon .$$
This is `energy_change_le`. It holds for every real square matrix $A$, antisymmetric or not, and constrains the virial only along the path. The number $\varepsilon$ has the units of energy and bounds the rate at which the forces do work as $t$ runs from 0 to 1. In the plane, a rotation by an angle $\theta$ has $|\operatorname{tr}(AW)|=|\theta|\,|\tau|$, with $\tau$ the total torque, so a model with a small spurious torque changes its energy by at most $|\theta|$ times the largest $|\tau|$ met on the way.

**The trace vanishes.** If $W$ is symmetric and $A$ antisymmetric, then
$$\operatorname{tr}(AW)=\operatorname{tr}\bigl((AW)^{\mathsf T}\bigr)=\operatorname{tr}(W^{\mathsf T}A^{\mathsf T})=-\operatorname{tr}(WA)=-\operatorname{tr}(AW),$$
hence $\operatorname{tr}(AW)=0$. The `calc` block in the main theorem is this chain. The bound then applies with $\varepsilon=0$, and the two energies are equal.

**The torque version.** If $\sum_i x_i\times F_i=0$, the three differences of virial entries listed above vanish. The proof extracts them as `h0`, `h1` and `h2`, checks the nine entries of the symmetry condition with `fin_cases`, and invokes the main theorem.

## A signed area that a reflection reverses

The conclusion does not extend to reflections. For two atoms in the plane, numbered 0 and 1, take the signed area
$$E(x)=x_{0,0}x_{1,1}-x_{0,1}x_{1,0}$$
as the energy. Its forces are
$$F_0=(-x_{1,1},\,x_{1,0}),\qquad F_1=(x_{0,1},\,-x_{0,0}).$$
The off-diagonal virial entries are
$$W_{01}=x_{0,0}x_{1,0}-x_{1,0}x_{0,0}=0,\qquad W_{10}=-x_{0,1}x_{1,1}+x_{1,1}x_{0,1}=0,$$
so the virial is symmetric everywhere. At $x_0=(1,0)$, $x_1=(0,1)$ the energy is $1$, and after the reflection $\operatorname{diag}(1,-1)$ it is $-1$.

`signedArea_not_reflection_invariant` proves differentiability, symmetry and this change together. It obtains the derivative by differentiating along straight lines (`hf`), and then compares entries. The example also shows that a non-constant energy can satisfy the hypotheses of the main theorem. It is a mathematical example, not a realistic interaction: it changes when both atoms are translated together, and it is unbounded below.

## One dimension and a single atom

For $d=1$ the virial is a single number and is always symmetric, while the only antisymmetric $A$ is $0$. The theorem then says $E(x)=E(x)$, and it places no restriction on the energy.

The first case with content is one atom in the plane. Symmetry of $W$ reads $x_{0,0}F_{0,1}=x_{0,1}F_{0,0}$, which says that away from the origin the force is a multiple, possibly negative or zero, of the position vector. The conclusion is that $E$ is constant on circles about the origin: a central force has a potential that depends on distance alone. Such a potential is also unchanged by reflections in lines through the origin, so in the plane a counterexample like the signed area needs at least two atoms.
